# An observable with an orthonormal eigenbasis and positive eigenvalues is positive definite

On a finite-dimensional state space, let the columns of a unitary matrix U be the eigenvectors of an observable A = U diag(f) Uᴴ, with real eigenvalues f. The lemma says that if every eigenvalue is positive, A is positive definite: it is Hermitian, and x†Ax > 0 for every non-zero vector x. The vector x need not be normalised; the expectation value in the state it represents is x†Ax / x†x, which is then positive too. The attempt writes A as B², where B has the same eigenvectors and the square roots of the eigenvalues, so that x†Ax is the squared norm of Bx. This is non-negative, and it cannot vanish for non-zero x because B is invertible.

This version doesn't compile in Lean 4 with Mathlib:

```lean
import Mathlib

open MeasureTheory Matrix Filter
open scoped ComplexOrder

namespace InEigenbasisPosDef

variable {n : Type*} [Fintype n] [DecidableEq n]

/-- The matrix `U diag(f) Uᴴ` built from the columns of `U` and the real numbers `f`. -/
noncomputable def inEigenbasis (U : Matrix n n ℂ) (f : n → ℝ) : Matrix n n ℂ :=
  U * Matrix.diagonal (fun k => (f k : ℂ)) * Uᴴ

/-- The entries of `U diag(f) Uᴴ` are sums over the columns of `U`, weighted by `f`. -/
theorem inEigenbasis_apply (U : Matrix n n ℂ) (f : n → ℝ) (i j : n) :
    inEigenbasis U f i j = ∑ k, U i k * star (U j k) * (f k : ℂ) := by
  rw [inEigenbasis, Matrix.mul_apply]
  refine Finset.sum_congr rfl fun k _ => ?_
  rw [Matrix.mul_diagonal, Matrix.conjTranspose_apply]
  ring

/-- For unitary `U`, matrices `U diag(f) Uᴴ` multiply eigenvalue by eigenvalue, and equal
eigenvalues `c` give `c` times the unit matrix. -/
theorem inEigenbasis_mul_and_const {U : Matrix n n ℂ} (hU : U * Uᴴ = 1) :
    (∀ f g : n → ℝ, inEigenbasis U f * inEigenbasis U g = inEigenbasis U (fun k => f k * g k)) ∧
    (∀ c : ℝ, inEigenbasis U (fun _ => c) = (c : ℂ) • (1 : Matrix n n ℂ)) := by
  have hU' : Uᴴ * U = 1 := mul_eq_one_comm.1 hU
  constructor
  · intro f g
    have h : Matrix.diagonal (fun k => ((f k * g k : ℝ) : ℂ))
        = Matrix.diagonal (fun k => (f k : ℂ)) * Matrix.diagonal (fun k => (g k : ℂ)) := by
      rw [Matrix.diagonal_mul_diagonal]
      simp only [Complex.ofReal_mul]
    unfold inEigenbasis
    rw [h]
    generalize Matrix.diagonal (fun k => (f k : ℂ)) = D
    generalize Matrix.diagonal (fun k => (g k : ℂ)) = E
    calc U * D * Uᴴ * (U * E * Uᴴ) = U * D * (Uᴴ * U) * E * Uᴴ := by
          simp only [Matrix.mul_assoc]
      _ = U * (D * E) * Uᴴ := by rw [hU', Matrix.mul_one, Matrix.mul_assoc U D E]
  · intro c
    rw [inEigenbasis, ← Matrix.smul_one_eq_diagonal, Matrix.mul_smul, Matrix.mul_one,
      Matrix.smul_mul, hU]

/-- For unitary `U` and positive `f`, the matrix `U diag(f) Uᴴ` is positive definite. -/
theorem inEigenbasis_posDef {U : Matrix n n ℂ} (hU : U * Uᴴ = 1) {f : n → ℝ}
    (hf : ∀ k, 0 < f k) : (inEigenbasis U f).PosDef := by
  obtain ⟨hmul, hconst⟩ := inEigenbasis_mul_and_const hU
  have herm : ∀ g : n → ℝ, (inEigenbasis U g)ᴴ = inEigenbasis U g := by
    intro g
    ext i j
    rw [Matrix.conjTranspose_apply, inEigenbasis_apply, inEigenbasis_apply, star_sum]
    refine Finset.sum_congr rfl fun k _ => ?_
    rw [star_mul', star_mul', star_star, show star (g k : ℂ) = g k from Complex.conj_ofReal _]
    ring
  -- the matrix is the square of an invertible Hermitian matrix `B`
  set B := inEigenbasis U (fun k => Real.sqrt (f k)) with hB
  have hBB : inEigenbasis U f = B * B := by
    rw [hB, hmul]
    congr 1
    exact funext fun k => (Real.mul_self_sqrt (hf k).le).symm
  have hinv : inEigenbasis U (fun k => 1 / Real.sqrt (f k)) * B = 1 := by
    have h1 : (fun k => 1 / Real.sqrt (f k) * Real.sqrt (f k)) = fun _ => (1 : ℝ) :=
      funext fun k => one_div_mul_cancel (Real.sqrt_pos.2 (hf k)).ne'
    rw [hB, hmul, h1, hconst, Complex.ofReal_one, one_smul]
  refine Matrix.posDef_iff_dotProduct_mulVec.2 ⟨herm f, fun x hx => ?_⟩
  have hq : star x ⬝ᵥ (inEigenbasis U f *ᵥ x) = (B *ᵥ x) ⬝ᵥ star (B *ᵥ x) := by
    rw [dotProduct_comm (B *ᵥ x), Matrix.star_mulVec, hB, herm, ← hB,
      ← Matrix.dotProduct_mulVec, Matrix.mulVec_mulVec, hBB]
  rw [hq]
  refine lt_of_le_of_ne (dotProduct_star_self_nonneg _) fun h0 => hx ?_
  have hBx : B *ᵥ x = 0 := dotProduct_star_self_eq_zero.1 h0.symm
  rw [← Matrix.one_mulVec x, ← hinv, ← Matrix.mulVec_mulVec, hBx, Matrix.mulVec_zero]

end InEigenbasisPosDef
```

The compiler's answer:

```
Main.lean:71:24: error: Application type mismatch: The argument
  dotProduct_star_self_nonneg ?m.367
has type
  0 ≤ star ?m.367 ⬝ᵥ ?m.367
but is expected to have type
  0 ≤ B *ᵥ x ⬝ᵥ star (B *ᵥ x)
in the application
  lt_of_le_of_ne (dotProduct_star_self_nonneg ?m.367)
```

This version goes through:

```diff
@@ -65,7 +65,7 @@
     rw [hB, hmul, h1, hconst, Complex.ofReal_one, one_smul]
   refine Matrix.posDef_iff_dotProduct_mulVec.2 ⟨herm f, fun x hx => ?_⟩
-  have hq : star x ⬝ᵥ (inEigenbasis U f *ᵥ x) = (B *ᵥ x) ⬝ᵥ star (B *ᵥ x) := by
-    rw [dotProduct_comm (B *ᵥ x), Matrix.star_mulVec, hB, herm, ← hB,
-      ← Matrix.dotProduct_mulVec, Matrix.mulVec_mulVec, hBB]
+  have hq : star x ⬝ᵥ (inEigenbasis U f *ᵥ x) = star (B *ᵥ x) ⬝ᵥ (B *ᵥ x) := by
+    rw [Matrix.star_mulVec, hB, herm, ← hB, ← Matrix.dotProduct_mulVec,
+      Matrix.mulVec_mulVec, hBB]
   rw [hq]
   refine lt_of_le_of_ne (dotProduct_star_self_nonneg _) fun h0 => hx ?_
```

What went wrong. The message says that `dotProduct_star_self_nonneg` proves `0 ≤ star v ⬝ᵥ v`, with the conjugated vector on the left, while the goal has it on the right: `0 ≤ B *ᵥ x ⬝ᵥ star (B *ᵥ x)`. Both products are the squared norm of `B *ᵥ x`, and they are equal because multiplication in ℂ is commutative. But Lean does not use commutativity when it matches a lemma to a goal, so the application fails.

The goal got this order from `hq`, which was rewritten into it by `rw [hq]`. The repair states `hq` with `star (B *ᵥ x) ⬝ᵥ (B *ᵥ x)` on the right-hand side, which is the form the lemma proves. In the proof of `hq`, the step `dotProduct_comm (B *ᵥ x)` served only to swap the two factors into this order. They now stand that way from the start, so the step is removed, and the other rewrites stay as they were.
